# Additive maps preserve connection by integer shears of cell vectors

A cell is modelled here as an indexed family of vectors in an additive commutative group, with neither linear independence nor a finite number of vectors assumed. An elementary shear adds an integer multiple of one cell vector to another with a different index, and two cells are shear-connected if finitely many such steps, possibly none, lead from the first to the second. The theorem says that if a map `f` satisfies `f (x + c • y) = f x + c • f y` for every integer `c`, then applying it to each vector of two shear-connected cells gives shear-connected families. The attempt tries to carry the whole chain across at once with `ReflTransGen.lift`, leaving as a separate goal that `f` takes each single shear to a shear.

The failing Lean file:

```lean
import Mathlib

open Matrix Relation

namespace Map

variable {ι M N : Type*} [DecidableEq ι] [AddCommGroup M] [AddCommGroup N]

/-- An elementary cell shear adds an integer multiple of one cell vector to a different one. -/
def CellShear (a b : ι → M) : Prop :=
  ∃ i j : ι, i ≠ j ∧ ∃ c : ℤ, b = Function.update a i (a i + c • a j)

/-- Two cells are shear-connected if finitely many elementary shears lead from one to the other. -/
abbrev ShearConnected (a b : ι → M) : Prop := ReflTransGen CellShear a b

/-- A map that respects integer combinations carries chains of shears to chains of shears. -/
theorem ShearConnected.map {a b : ι → M} (h : ShearConnected a b) (f : M → N)
    (hf : ∀ x y (c : ℤ), f (x + c • y) = f x + c • f y) :
    ShearConnected (fun i => f (a i)) (fun i => f (b i)) := by
  refine ReflTransGen.lift (fun (x : ι → M) i => f (x i)) ?_ h
  rintro x _ ⟨i, j, hij, c, rfl⟩
  refine ⟨i, j, hij, c, ?_⟩
  funext k
  by_cases hk : k = i
  · subst hk; simp [hf]
  · simp [hk]

end Map
```

The error:

```
Main.lean:20:61: error: Application type mismatch: The argument
  h
has type
  ShearConnected a b
of sort `Prop` but is expected to have type
  ι → M
of sort `Type (max u_1 u_2)` in the application
  ReflTransGen.lift (fun x i => f (x i)) ?m.36 h
```

The repair, with which the file compiles:

```diff
@@ -18,11 +18,13 @@
     (hf : ∀ x y (c : ℤ), f (x + c • y) = f x + c • f y) :
     ShearConnected (fun i => f (a i)) (fun i => f (b i)) := by
-  refine ReflTransGen.lift (fun (x : ι → M) i => f (x i)) ?_ h
-  rintro x _ ⟨i, j, hij, c, rfl⟩
-  refine ⟨i, j, hij, c, ?_⟩
-  funext k
-  by_cases hk : k = i
-  · subst hk; simp [hf]
-  · simp [hk]
+  induction h with
+  | refl => exact ReflTransGen.refl
+  | tail _ hs ih =>
+    obtain ⟨i, j, hij, c, rfl⟩ := hs
+    refine ReflTransGen.tail ih ⟨i, j, hij, c, ?_⟩
+    funext k
+    by_cases hk : k = i
+    · subst hk; simp [hf]
+    · simp [hk]
 
 end Map
```

Diagnosis. The message concerns the third explicit argument of `ReflTransGen.lift`. The attempt puts the chain `h` there, a proof of `ShearConnected a b`, but the lemma expects an element of `ι → M`, that is, a cell. Lean therefore rejects the application; the message does not dispute the mathematics of the shear step.

The repair drops `ReflTransGen.lift` and does induction on `h`, so the mismatched argument no longer arises. For the empty chain, `ReflTransGen.refl` suffices. For a longer chain, `ih` already connects the images up to the last step, and `ReflTransGen.tail` appends the image of that step, which is a shear with the same `i`, `j` and `c`. The check of this, vector by vector with `hf`, is kept from the attempt; `obtain` now unpacks the shear where `rintro` did before.
